# A Crank-Nicolson step of length τ under H = (2/τ)σ_y turns real amplitudes by 90°

For a two-level system with Hamiltonian H = (2/τ)σ_y, where τ is real and nonzero and ħ = 1, `quarterTurn_eq_cnStep` states that 1 + iτH/2 is invertible and that the Crank-Nicolson propagator (1 + iτH/2)⁻¹(1 − iτH/2) is the matrix with rows (0, −1) and (1, 0). On real amplitudes this matrix is a rotation by 90°. The proof first computes iτH/2, a real matrix with rows (0, 1) and (−1, 0), and gets invertibility from the determinant of 1 + iτH/2, which is 2. It then uses `cnStep_eq_iff` to replace the claim about the inverse by the equation (1 + iτH/2)U = 1 − iτH/2, with U the rotation, and checks that equation entry by entry.

In Lean, a first try:

```lean
import Mathlib

open Matrix Complex

namespace CrankNicolsonModifiedHamiltonian

variable {n : Type*} [Fintype n] [DecidableEq n]

/-- The factor `1 + iτH/2` that multiplies the new state in a Crank-Nicolson step. -/
noncomputable def implicitPart (τ : ℝ) (H : Matrix n n ℂ) : Matrix n n ℂ :=
  1 + (I * τ / 2) • H

/-- The factor `1 - iτH/2` that multiplies the old state in a Crank-Nicolson step. -/
noncomputable def explicitPart (τ : ℝ) (H : Matrix n n ℂ) : Matrix n n ℂ :=
  1 - (I * τ / 2) • H

/-- The Crank-Nicolson propagator `(1 + iτH/2)⁻¹ (1 - iτH/2)`, for `1 + iτH/2` invertible. -/
noncomputable def cnStep (τ : ℝ) (H : Matrix n n ℂ) : Matrix n n ℂ :=
  (implicitPart τ H)⁻¹ * explicitPart τ H

/-- `U` is the Crank-Nicolson propagator exactly when it solves the implicit equation
`(1 + iτH/2) U = 1 - iτH/2`. -/
theorem cnStep_eq_iff {τ : ℝ} {H U : Matrix n n ℂ} (h : IsUnit (implicitPart τ H)) :
    cnStep τ H = U ↔ implicitPart τ H * U = explicitPart τ H := by
  have hd := (Matrix.isUnit_iff_isUnit_det _).mp h
  unfold cnStep
  constructor
  · rintro rfl
    rw [← mul_assoc, Matrix.mul_nonsing_inv _ hd, one_mul]
  · intro e
    rw [← e, ← mul_assoc, Matrix.nonsing_inv_mul _ hd, one_mul]

/-- The matrix that turns the plane of real amplitudes by 90° is the Crank-Nicolson step of `(2/τ)
σ_y`, whose implicit factor is invertible. -/
theorem quarterTurn_eq_cnStep {τ : ℝ} (hτ : τ ≠ 0) :
    IsUnit (implicitPart τ ((2 / τ : ℂ) • !![0, -I; I, 0])) ∧
      cnStep τ ((2 / τ : ℂ) • !![0, -I; I, 0]) = !![0, -1; 1, 0] := by
  have h0 : (τ : ℂ) ≠ 0 := Complex.ofReal_ne_zero.mpr hτ
  have hs : (I * τ / 2) * (2 / (τ : ℂ)) = I := by field_simp
  have hX : (I * τ / 2) • ((2 / τ : ℂ) • !![0, -I; I, 0]) = !![0, 1; -1, 0] := by
    rw [smul_smul, hs]
    ext i j
    fin_cases i <;> fin_cases j <;> simp
  have hu : IsUnit (implicitPart τ ((2 / τ : ℂ) • !![0, -I; I, 0])) := by
    have hdet : (1 + !![0, 1; -1, 0] : Matrix (Fin 2) (Fin 2) ℂ).det = 2 := by
      norm_num [Matrix.det_fin_two]
    rw [implicitPart, hX, Matrix.isUnit_iff_isUnit_det, hdet]
    exact IsUnit.mk0 _ two_ne_zero
  refine ⟨hu, (cnStep_eq_iff hu).2 ?_⟩
  rw [implicitPart, explicitPart, hX]
  ext i j
  fin_cases i <;> fin_cases j <;> simp [Matrix.mul_apply, Fin.sum_univ_succ]

end CrankNicolsonModifiedHamiltonian
```

Lean reports:

```
Main.lean:37:68: error: unsolved goals
case «1».«0»
τ : ℝ
hτ : τ ≠ 0
h0 : ↑τ ≠ 0
hs : I * ↑τ / 2 * (2 / ↑τ) = I
hX : (I * ↑τ / 2) • (2 / ↑τ) • !![0, -I; I, 0] = !![0, 1; -1, 0]
hu : IsUnit (implicitPart τ ((2 / ↑τ) • !![0, -I; I, 0]))
⊢ 1 1 (Fin.succ 0) = 1
```

What went wrong. The message shows one goal left over from the entrywise check, the entry in row 1, column 0, counting from 0. What remains of it is `1 1 (Fin.succ 0) = 1`, in which the first `1` is the identity matrix, taken at row 1 and column `Fin.succ 0`. That column is column 1, so the goal is true: it asks for a diagonal entry of the identity.

The odd index comes from `Fin.sum_univ_succ`, which splits the sum in the matrix product into its term at `0` and a sum over the remaining indices, each written as the successor of an index in a smaller range. With two indices, the only remaining one is 1, written as `Fin.succ 0`. Here `simp` left `Fin.succ 0` as it was instead of turning it into `1`, so it did not recognise the entry as diagonal and stopped with the goal open.

The repair uses `Fin.sum_univ_two` instead, which writes a sum over two indices directly as the term at `0` plus the term at `1`. The identity's entry then appears as `1 1 1`, which `simp` evaluates to 1, and the goal closes.

Fix (accepted with no message):

```diff
@@ -50,5 +50,5 @@
   rw [implicitPart, explicitPart, hX]
   ext i j
-  fin_cases i <;> fin_cases j <;> simp [Matrix.mul_apply, Fin.sum_univ_succ]
+  fin_cases i <;> fin_cases j <;> simp [Matrix.mul_apply, Fin.sum_univ_two]
 
 end CrankNicolsonModifiedHamiltonian
```
